# The net charge density of the Smith profile at a jellium surface is integrable

The jellium background has constant density `n` for x < 0 and vanishes for x ≥ 0, while the electron density is the prescribed Smith profile with decay constant `b`. Their difference, the net charge density in units of the elementary charge, is n·exp(bx)/2 inside the background and −n·exp(−bx)/2 outside. The theorem `charge_integrable` states that for b > 0 and any real n this function is Lebesgue integrable over the whole axis. The proof shows that each exponential is integrable on its own half-line, carries this over to the charge density, and joins the two half-lines.

As first written in Lean, the proof fails:

```lean
import Mathlib

open MeasureTheory Set
open scoped Real

namespace ChargeIntegrable

noncomputable section

/-- Electron density of the Smith profile with bulk density `n` and decay constant `b`. -/
def density (n b x : ℝ) : ℝ :=
  if x < 0 then n * (1 - Real.exp (b * x) / 2) else n * Real.exp (-b * x) / 2

/-- Positive jellium background of density `n`, filling the half-space `x < 0`. -/
def background (n x : ℝ) : ℝ := if x < 0 then n else 0

/-- Net charge density: background minus electrons, in units of the elementary charge. -/
def charge (n b x : ℝ) : ℝ := background n x - density n b x

/-- Inside the background the net charge density is `n exp(bx)/2`. -/
theorem charge_of_neg (n b : ℝ) {x : ℝ} (hx : x < 0) :
    charge n b x = n / 2 * Real.exp (b * x) := by
  unfold charge background density
  rw [if_pos hx, if_pos hx]
  ring

/-- Outside the background the net charge density is `-n exp(-bx)/2`. -/
theorem charge_of_nonneg (n b : ℝ) {x : ℝ} (hx : 0 ≤ x) :
    charge n b x = -(n / 2) * Real.exp (-b * x) := by
  unfold charge background density
  rw [if_neg (not_lt.mpr hx), if_neg (not_lt.mpr hx)]
  ring

/-- For `b > 0` the net charge density is integrable over the whole axis. -/
theorem charge_integrable (n : ℝ) {b : ℝ} (hb : 0 < b) : Integrable (charge n b) := by
  have h1 : IntegrableOn (fun x => n / 2 * Real.exp (b * x)) (Iio 0) :=
    Integrable.const_mul ((integrableOn_exp_mul_Iic hb 0).mono_set Iio_subset_Iic_self) _
  have h2 : IntegrableOn (fun x => -(n / 2) * Real.exp (-b * x)) (Ici 0) :=
    Integrable.const_mul (integrableOn_Ici_iff_integrableOn_Ioi.mpr
      (integrableOn_exp_mul_Ioi (neg_lt_zero.mpr hb) 0)) _
  have h3 : IntegrableOn (charge n b) (Iio 0) :=
    h1.congr_fun (fun x hx => (charge_of_neg n b hx).symm) measurableSet_Iio
  have h4 : IntegrableOn (charge n b) (Ici 0) :=
    h2.congr_fun (fun x hx => (charge_of_nonneg n b hx).symm) measurableSet_Ici
  have h5 := h3.union h4
  rwa [Iio_union_Ici, integrableOn_univ] at h5

end

end ChargeIntegrable
```

Lean reports:

```
Main.lean:39:26: error(lean.unknownIdentifier): Unknown constant `integrableOn_Ici_iff_integrableOn_Ioi.mpr`
```

Diagnosis. The lemma `integrableOn_Ici_iff_integrableOn_Ioi` does exist in Mathlib; what Lean could not find is a constant with `.mpr` at the end of that name. The lemma is not directly an equivalence. It first takes a hypothesis that the function has finite norm at the endpoint, an explicit argument that a default tactic can fill in. When `.mpr` is attached straight to the name, Lean does not fill in this argument first. It therefore sees a function where an `Iff` is needed, cannot read `.mpr` as the reverse direction of the equivalence, and reports the whole dotted name as an unknown constant. The mathematical step, from the open half-line `Ioi 0` to the closed half-line `Ici 0`, is sound.

The repair avoids the equivalence. It applies `integrableOn_exp_mul_Ioi` with endpoint −1 instead of 0, which gives integrability on `Ioi (-1)`. This open half-line contains `Ici 0`, the point 0 included, so `mono_set` can restrict the result to the smaller set. The inclusion comes from `Ici_subset_Ioi.mpr`, which asks only for −1 < 0, and `norm_num` proves that. `Integrable.const_mul` then supplies the constant factor as before.

This version goes through:

```diff
@@ -37,6 +37,6 @@
     Integrable.const_mul ((integrableOn_exp_mul_Iic hb 0).mono_set Iio_subset_Iic_self) _
   have h2 : IntegrableOn (fun x => -(n / 2) * Real.exp (-b * x)) (Ici 0) :=
-    Integrable.const_mul (integrableOn_Ici_iff_integrableOn_Ioi.mpr
-      (integrableOn_exp_mul_Ioi (neg_lt_zero.mpr hb) 0)) _
+    Integrable.const_mul ((integrableOn_exp_mul_Ioi (neg_lt_zero.mpr hb) (-1)).mono_set
+      (Ici_subset_Ioi.mpr (by norm_num))) _
   have h3 : IntegrableOn (charge n b) (Iio 0) :=
     h1.congr_fun (fun x hx => (charge_of_neg n b hx).symm) measurableSet_Iio
```
